# Subsystem purity from swap operators on two copies of a pure state

For a vector ψ of a bipartite system AB with finite index sets, let F_A and F_B be the operators that swap the two copies of A and of B in ψ ⊗ ψ. The theorem `expectation_eq_purity` states that the expectation of (1 − F_A)(1 − F_B) in ψ ⊗ ψ is 2(⟨ψ, ψ⟩² − Tr ρ_A²), where ρ_A is the partial trace of ψψ* over B. The vector need not be normalised; when it is, the value is 2(1 − Tr ρ_A²), twice one minus the purity of subsystem A. The proof writes ⟨ψ, ψ⟩² and Tr ρ_A² as fourfold sums over the indices of the two copies, and then compares these with the expectation term by term.

As first written in Lean, the proof fails:

```lean
import Mathlib

open Matrix

namespace ExpectationEqPurity

noncomputable section

variable {m n : Type*}

/-- Vectors of two copies of the composite system AB, with indices `((i, j), (k, l))`:
`i, k` belong to the two copies of A and `j, l` to the two copies of B. -/
abbrev TwoCopySpace (m n : Type*) := (m × n) × (m × n) → ℂ

/-- The operator `F_A` that swaps the two copies of subsystem A only. -/
def swapA : Module.End ℂ (TwoCopySpace m n) where
  toFun Φ := fun p => Φ ((p.2.1, p.1.2), (p.1.1, p.2.2))
  map_add' _ _ := rfl
  map_smul' _ _ := rfl

/-- The operator `F_B` that swaps the two copies of subsystem B only. -/
def swapB : Module.End ℂ (TwoCopySpace m n) where
  toFun Φ := fun p => Φ ((p.1.1, p.2.2), (p.2.1, p.1.2))
  map_add' _ _ := rfl
  map_smul' _ _ := rfl

/-- The two-copy observable `(1 - F_A)(1 - F_B)`. -/
def antisymAB : Module.End ℂ (TwoCopySpace m n) := (1 - swapA) * (1 - swapB)

/-- The two-copy vector `ψ ⊗ ψ`, for any vector `ψ`, normalised or not. -/
def copies (ψ : m × n → ℂ) : TwoCopySpace m n := fun p => ψ p.1 * ψ p.2

/-- The components of `(1 - F_A)(1 - F_B) Φ` for any two-copy vector `Φ`. -/
theorem antisymAB_apply (Φ : TwoCopySpace m n) (i k : m) (j l : n) :
    antisymAB Φ ((i, j), (k, l)) =
      Φ ((i, j), (k, l)) - Φ ((i, l), (k, j))
        - (Φ ((k, j), (i, l)) - Φ ((k, l), (i, j))) := rfl

/-- On `ψ ⊗ ψ` the observable produces twice the 2×2 minors of the coefficient matrix. -/
theorem antisymAB_copies (ψ : m × n → ℂ) (i k : m) (j l : n) :
    antisymAB (copies ψ) ((i, j), (k, l)) =
      2 * (ψ (i, j) * ψ (k, l) - ψ (i, l) * ψ (k, j)) := by
  simp only [antisymAB_apply, copies]
  ring

variable [Fintype m] [Fintype n]

/-- The expectation `⟨Φ, T Φ⟩` of an operator `T` in a two-copy vector `Φ`. -/
def expectation (T : Module.End ℂ (TwoCopySpace m n)) (Φ : TwoCopySpace m n) : ℂ :=
  star Φ ⬝ᵥ T Φ

/-- The reduced density matrix `ρ_A` of `ψ`, the partial trace of `ψψ*` over B. -/
def reducedA (ψ : m × n → ℂ) : Matrix m m ℂ :=
  Matrix.of fun i k => ∑ j, ψ (i, j) * star (ψ (k, j))

/-- A sum over the indices of two copies is unchanged when the two B indices are exchanged. -/
theorem sum_exchange (f : m → n → m → n → ℂ) :
    ∑ i, ∑ j, ∑ k, ∑ l, f i l k j = ∑ i, ∑ j, ∑ k, ∑ l, f i j k l := by
  refine Finset.sum_congr rfl fun i _ => ?_
  calc ∑ j, ∑ k, ∑ l, f i l k j = ∑ k, ∑ j, ∑ l, f i l k j := Finset.sum_comm
    _ = ∑ k, ∑ j, ∑ l, f i j k l := Finset.sum_congr rfl fun k _ => Finset.sum_comm
    _ = ∑ j, ∑ k, ∑ l, f i j k l := Finset.sum_comm

/-- For any vector `ψ`, normalised or not, the expectation of `(1 - F_A)(1 - F_B)` in
`ψ ⊗ ψ` is `2(⟨ψ, ψ⟩² - Tr ρ_A²)`. -/
theorem expectation_eq_purity (ψ : m × n → ℂ) :
    expectation antisymAB (copies ψ) =
      2 * ((star ψ ⬝ᵥ ψ) ^ 2 - (reducedA ψ * reducedA ψ).trace) := by
  have hN : (star ψ ⬝ᵥ ψ) ^ 2 = ∑ i, ∑ j, ∑ k, ∑ l,
      (star (ψ (i, j)) * ψ (i, j)) * (star (ψ (k, l)) * ψ (k, l)) := by
    simp only [sq, dotProduct, Finset.sum_mul_sum, Fintype.sum_prod_type, Pi.star_apply]
  have hT : (reducedA ψ * reducedA ψ).trace = ∑ i, ∑ j, ∑ k, ∑ l,
      (star (ψ (i, j)) * ψ (i, l)) * (star (ψ (k, l)) * ψ (k, j)) := by
    refine Eq.trans ?_ (sum_exchange (fun i j k l =>
      (star (ψ (i, j)) * ψ (i, l)) * (star (ψ (k, l)) * ψ (k, j))))
    simp only [Matrix.trace, Matrix.diag_apply, Matrix.mul_apply, reducedA,
      Matrix.of_apply, Finset.sum_mul_sum]
    refine Finset.sum_congr rfl fun i _ => Finset.sum_comm.trans ?_
    refine Finset.sum_congr rfl fun j _ => Finset.sum_congr rfl fun k _ =>
      Finset.sum_congr rfl fun l _ => ?_
    ring
  rw [hN, hT]
  simp only [expectation, dotProduct, Fintype.sum_prod_type, Pi.star_apply,
    antisymAB_copies, ← Finset.sum_sub_distrib, Finset.mul_sum]
  refine Finset.sum_congr rfl fun i _ => Finset.sum_congr rfl fun j _ =>
    Finset.sum_congr rfl fun k _ => Finset.sum_congr rfl fun l _ => ?_
  simp only [copies, star_mul']
  ring

end

end ExpectationEqPurity
```

The error:

```
Main.lean:70:69: error: unsolved goals
m : Type u_1
n : Type u_2
inst✝¹ : Fintype m
inst✝ : Fintype n
ψ : m × n → ℂ
⊢ ∑ x, ∑ x_1, ∑ i, ∑ j, star (ψ (x, i)) * ψ (x, i) * (star (ψ (x_1, j)) * ψ (x_1, j)) =
    ∑ i, ∑ j, ∑ k, ∑ l, star (ψ (i, j)) * ψ (i, j) * (star (ψ (k, l)) * ψ (k, l))
```

What went wrong. The error lies in `hN`, the expansion of ⟨ψ, ψ⟩² as a fourfold sum. The `simp only` call does expand the square, but leaves an equation whose two sides have the same terms summed in different orders. On the left both A indices come first and then both B indices; on the right the order is A, B, A, B.

The left-hand order comes from `Finset.sum_mul_sum`. Once `Fintype.sum_prod_type` has split each sum over pairs into a sum over A and a sum over B, the product lemma pairs the two outer sums and then the two inner ones. None of the lemmas given to `simp only` exchanges sums, so the goal stays open.

The added line closes it. `Finset.sum_congr rfl` keeps the first A index fixed, and `Finset.sum_comm` exchanges the next two sums, over the second A index and the first B index. That is the only difference between the sides.

After these edits no error is left:

```diff
@@ -70,4 +70,5 @@
       (star (ψ (i, j)) * ψ (i, j)) * (star (ψ (k, l)) * ψ (k, l)) := by
     simp only [sq, dotProduct, Finset.sum_mul_sum, Fintype.sum_prod_type, Pi.star_apply]
+    exact Finset.sum_congr rfl fun i _ => Finset.sum_comm
   have hT : (reducedA ψ * reducedA ψ).trace = ∑ i, ∑ j, ∑ k, ∑ l,
       (star (ψ (i, j)) * ψ (i, l)) * (star (ψ (k, l)) * ψ (k, j)) := by
```
